# A radial solution positive on a closed interval makes the action of every nonzero fixed-end variation positive

A solution of the radial Schrödinger equation at energy E makes the functional ∫ (f'² + (V − E)f²) dx stationary among functions f with the same boundary values, but a stationary point need not be a minimum. Take a free s wave (V = 0) of energy k² on an interval of length π, with k > 1 and x measured from the inner end, and add to it the function sin x, which vanishes at both ends. The boundary values are unchanged, yet the functional drops by (k² − 1)π/2. A trial function with the correct boundary values can then lie below the exact solution, so a lower value is no sign of a better function.

In general, let u solve u'' = (V − E)u between two radii a and b, and write

F[f] = ∫ₐᵇ (f'² + (V − E)f²) dx.

If d vanishes at a and b, integration by parts removes the cross term, and

F[u + d] = F[u] + F[d].

The theorems below concern F[d]; this expansion, which links it to the change of F about u, is left to the reader's pencil. They show that if V is continuous and u is positive on the whole closed interval, then F[d] ≥ 0, with equality only for d = 0.

For a single electron in one angular-momentum channel of a fixed potential, this gives a sufficient condition for a partial wave used in augmentation or sphere matching to minimise F between two radii, at fixed E and fixed boundary values. It is not a necessary one: a solution with a node can also be a minimum.

```lean
import Mathlib

open Set
open scoped Real

namespace NodelessMinimum

noncomputable section
```

## The radial equation between two radii

The function u is r times the radial wavefunction, x stands for the radius r, and V includes the centrifugal term. Units are chosen so that ħ²/2m = 1, which gives

−u'' + Vu = Eu.

In Lean, `u'` is a separate function, and the first field of the structure makes it the derivative of `u`. The second field is the Schrödinger equation. Derivatives are taken within `Icc a b`, the closed interval [a, b], so they are one-sided at the ends.

Extending the interval to the nucleus, as a full atomic sphere requires, is not treated here. There u(0) = 0, so positivity fails at that end, and V is in general singular. The theorems apply to a shell with a > 0.

```lean
/-- The function `u` with slope `u'` solves the radial Schrödinger equation
`u'' = (V - E) u` on `[a, b]`, with one-sided derivatives at the ends. -/
structure IsSolution (V : ℝ → ℝ) (E a b : ℝ) (u u' : ℝ → ℝ) : Prop where
  slope : ∀ x ∈ Icc a b, HasDerivWithinAt u (u' x) (Icc a b) x
  schrodinger : ∀ x ∈ Icc a b, HasDerivWithinAt u' ((V x - E) * u x) (Icc a b) x
```

An admissible change d has a continuous derivative and fixed ends:

d(a) = d(b) = 0.

```lean
/-- The function `d` with slope `d'` is a continuously differentiable variation on `[a, b]`
that vanishes at both ends. -/
structure IsVariation (a b : ℝ) (d d' : ℝ → ℝ) : Prop where
  slope : ∀ x ∈ Icc a b, HasDerivWithinAt d (d' x) (Icc a b) x
  slope_cont : ContinuousOn d' (Icc a b)
  left : d a = 0
  right : d b = 0
```

The functional F is called `action` in the code. It is not a time integral of a Lagrangian: for a smooth fixed-end d it equals ⟨d|H − E|d⟩, with H = −d²/dx² + V. The slope is passed as an argument, and `IsVariation` ties it to `d`.

```lean
/-- The action `∫ d'² + (V - E) d²` over `[a, b]` of a function `d` with slope `d'`. -/
def action (V : ℝ → ℝ) (E a b : ℝ) (d d' : ℝ → ℝ) : ℝ :=
  ∫ x in a..b, (d' x ^ 2 + (V x - E) * d x ^ 2)
```

## Completing the square with the logarithmic derivative

Let L = u'/u be the logarithmic derivative, the quantity matched at a sphere boundary. Where u ≠ 0, the quotient rule and the Schrödinger equation give

L' = (u''u − u'²)/u² = (V − E) − L².

The product rule then gives

(Ld²)' = (V − E)d² − L²d² + 2L d d'.

Adding and subtracting d'² collects the last terms into a square:

(Ld²)' = [d'² + (V − E)d²] − (d' − Ld)².

In the proof, `h1` is the quotient rule, `h2` differentiates d², and `h3` combines them. The closing algebra is the completion of the square. Only u ≠ 0 at the point in question is used.

```lean
variable {V u u' d d' : ℝ → ℝ} {E a b : ℝ}

/-- Let `d` be a variation that vanishes at both ends. Where the solution `u` is nonzero, the
derivative of `(u'/u) d²` is the action density of `d` minus the square of `d' - (u'/u) d`. -/
theorem hasDerivWithinAt_logDeriv_mul_sq (hu : IsSolution V E a b u u')
    (hd : IsVariation a b d d') {x : ℝ} (hx : x ∈ Icc a b) (h0 : u x ≠ 0) :
    HasDerivWithinAt (fun y => u' y / u y * d y ^ 2)
      ((d' x ^ 2 + (V x - E) * d x ^ 2) - (d' x - u' x / u x * d x) ^ 2) (Icc a b) x := by
  have h1 : HasDerivWithinAt (fun y => u' y / u y)
      (((V x - E) * u x * u x - u' x * u' x) / u x ^ 2) (Icc a b) x :=
    (hu.schrodinger x hx).div (hu.slope x hx) h0
  have h2 : HasDerivWithinAt (fun y => d y * d y) (d' x * d x + d x * d' x) (Icc a b) x :=
    (hd.slope x hx).mul (hd.slope x hx)
  have h3 : HasDerivWithinAt (fun y => u' y / u y * (d y * d y))
      (((V x - E) * u x * u x - u' x * u' x) / u x ^ 2 * (d x * d x)
        + u' x / u x * (d' x * d x + d x * d' x)) (Icc a b) x := h1.mul h2
  have e : (fun y => u' y / u y * d y ^ 2) = fun y => u' y / u y * (d y * d y) := by
    funext y
    ring
  rw [e]
  refine h3.congr_deriv ?_
  field_simp
  ring
```

The quantity

w = d' − Ld

is the slope of d minus the slope it would have if its logarithmic derivative were that of u. It is continuous on [a, b]: u, u' and d are continuous because they are differentiable, d' is continuous by assumption, and the division is harmless because u has no zero.

```lean
/-- For a positive solution `u`, the mismatch `d' - (u'/u) d` between the slope of a variation
and the slope set by the logarithmic derivative of `u` is continuous on `[a, b]`. -/
theorem continuousOn_mismatch (hu : IsSolution V E a b u u')
    (hpos : ∀ x ∈ Icc a b, 0 < u x) (hd : IsVariation a b d d') :
    ContinuousOn (fun x => d' x - u' x / u x * d x) (Icc a b) := by
  have cu : ContinuousOn u (Icc a b) := fun x hx => (hu.slope x hx).continuousWithinAt
  have cu' : ContinuousOn u' (Icc a b) := fun x hx => (hu.schrodinger x hx).continuousWithinAt
  have cd : ContinuousOn d (Icc a b) := fun x hx => (hd.slope x hx).continuousWithinAt
  exact hd.slope_cont.sub ((cu'.div cu (fun x hx => (hpos x hx).ne')).mul cd)
```

## The boundary terms vanish

Integrating the identity from a to b gives

F[d] − ∫ₐᵇ w² dx = L(b)d(b)² − L(a)d(a)² = 0,

and therefore

F[d] = ∫ₐᵇ (d' − (u'/u)d)² dx.

The potential and the energy have disappeared from the right-hand side; they act only through u. Continuity of V makes the integrand of F continuous and hence integrable (`i1`), and continuity of w does the same for the square (`i2`). The fundamental theorem of calculus, in `key`, needs continuity on the closed interval and an ordinary derivative only in its interior, so one-sided derivatives at the ends suffice.

```lean
/-- For continuous `V` and a positive solution `u`, the action of a variation that vanishes at
both ends is the integral of the square of `d' - (u'/u) d`. -/
theorem action_eq_integral_sq (hab : a ≤ b) (hV : ContinuousOn V (Icc a b))
    (hu : IsSolution V E a b u u') (hpos : ∀ x ∈ Icc a b, 0 < u x)
    (hd : IsVariation a b d d') :
    action V E a b d d' = ∫ x in a..b, (d' x - u' x / u x * d x) ^ 2 := by
  have cd : ContinuousOn d (Icc a b) := fun x hx => (hd.slope x hx).continuousWithinAt
  have c1 : ContinuousOn (fun x => d' x ^ 2 + (V x - E) * d x ^ 2) (Icc a b) :=
    (hd.slope_cont.pow 2).add ((hV.sub continuousOn_const).mul (cd.pow 2))
  have c2 : ContinuousOn (fun x => (d' x - u' x / u x * d x) ^ 2) (Icc a b) :=
    (continuousOn_mismatch hu hpos hd).pow 2
  have i1 := c1.intervalIntegrable_of_Icc (μ := MeasureTheory.volume) hab
  have i2 := c2.intervalIntegrable_of_Icc (μ := MeasureTheory.volume) hab
  have hder := fun x (hx : x ∈ Icc a b) =>
    hasDerivWithinAt_logDeriv_mul_sq hu hd hx (hpos x hx).ne'
  -- the total derivative integrates to boundary terms, which vanish with `d`
  have key : (∫ x in a..b, ((d' x ^ 2 + (V x - E) * d x ^ 2)
      - (d' x - u' x / u x * d x) ^ 2)) = u' b / u b * d b ^ 2 - u' a / u a * d a ^ 2 :=
    intervalIntegral.integral_eq_sub_of_hasDerivAt_of_le
      (f := fun y => u' y / u y * d y ^ 2) hab
      (fun x hx => (hder x hx).continuousWithinAt)
      (fun x hx => (hder x ⟨hx.1.le, hx.2.le⟩).hasDerivAt (Icc_mem_nhds hx.1 hx.2))
      (i1.sub i2)
  rw [intervalIntegral.integral_sub i1 i2, hd.left, hd.right] at key
  unfold action
  linear_combination key
```

## Zero mismatch leaves no variation

Suppose w = 0 throughout [a, b]. Then

(d/u)' = (d'u − du')/u² = w/u = 0,

so d/u is constant. Its value at a is d(a)/u(a) = 0, and so d = 0 everywhere. In other words, a function with the same logarithmic derivative as u is a multiple of u, and the only multiple that vanishes at a is zero.

The proof establishes the zero derivative in `hq`, then integrates it from a to x to obtain d(x)/u(x) = 0.

```lean
/-- A variation that vanishes at both ends and satisfies `d' = (u'/u) d` throughout `[a, b]`,
with `u` a positive solution, is zero. -/
theorem eq_zero_of_mismatch_eq_zero (hu : IsSolution V E a b u u')
    (hpos : ∀ x ∈ Icc a b, 0 < u x) (hd : IsVariation a b d d')
    (h : ∀ x ∈ Icc a b, d' x - u' x / u x * d x = 0) : ∀ x ∈ Icc a b, d x = 0 := by
  intro x hx
  -- the ratio `d / u` has zero derivative
  have hq : ∀ y ∈ Icc a b, HasDerivWithinAt (fun z => d z / u z) 0 (Icc a b) y := by
    intro y hy
    have hne := (hpos y hy).ne'
    have h1 : HasDerivWithinAt (fun z => d z / u z)
        ((d' y * u y - d y * u' y) / u y ^ 2) (Icc a b) y :=
      (hd.slope y hy).div (hu.slope y hy) hne
    refine h1.congr_deriv ?_
    have h2 : d' y = u' y / u y * d y := sub_eq_zero.mp (h y hy)
    have h3 : d' y * u y - d y * u' y = 0 := by
      have h4 : u' y / u y * u y = u' y := div_mul_cancel₀ _ hne
      rw [h2]
      linear_combination d y * h4
    rw [h3, zero_div]
  have key : (∫ _y in a..x, (0 : ℝ)) = d x / u x - d a / u a :=
    intervalIntegral.integral_eq_sub_of_hasDerivAt_of_le
      (f := fun z => d z / u z) (f' := fun _ => 0) hx.1
      (fun y hy => ((hq y ⟨hy.1, hy.2.trans hx.2⟩).continuousWithinAt).mono
        (Icc_subset_Icc_right hx.2))
      (fun y hy => (hq y ⟨hy.1.le, hy.2.le.trans hx.2⟩).hasDerivAt
        (Icc_mem_nhds hy.1 (hy.2.trans_le hx.2)))
      (continuous_const.intervalIntegrable _ _)
  rw [intervalIntegral.integral_zero, hd.left, zero_div, sub_zero] at key
  exact (div_eq_zero_iff.mp key.symm).resolve_right (hpos x hx).ne'
```

## The minimum

The integral of a square is nonnegative, so F[d] ≥ 0. If F[d] = 0, the continuous function w² has zero integral. Were it positive at some point, it would be positive on a neighbouring stretch of the interval and the integral would be positive too. Hence w = 0 everywhere, and the previous step gives d = 0.

In words, the theorem takes a < b, a potential continuous on [a, b], a solution u at energy E that is positive at every point including both ends, and a fixed-end variation d. It concludes that the action of d is nonnegative and that, if it is zero, d vanishes on [a, b]. The proof rewrites the action as the integral of w² and obtains the contradiction from `integral_pos`.

```lean
/-- If `V` is continuous and `u` is a solution at energy `E` that is positive on all of
`[a, b]`, every variation vanishing at both ends has nonnegative action, and the action is zero
only for the zero variation. -/
theorem nodeless_minimum (hab : a < b) (hV : ContinuousOn V (Icc a b))
    (hu : IsSolution V E a b u u') (hpos : ∀ x ∈ Icc a b, 0 < u x)
    (hd : IsVariation a b d d') :
    0 ≤ action V E a b d d' ∧ (action V E a b d d' = 0 → ∀ x ∈ Icc a b, d x = 0) := by
  rw [action_eq_integral_sq hab.le hV hu hpos hd]
  refine ⟨intervalIntegral.integral_nonneg hab.le (fun x _ => sq_nonneg _), fun h0 => ?_⟩
  refine eq_zero_of_mismatch_eq_zero hu hpos hd (fun x hx => ?_)
  -- a continuous square with zero integral vanishes at every point
  by_contra hne
  have hlt := intervalIntegral.integral_pos hab ((continuousOn_mismatch hu hpos hd).pow 2)
    (fun y _ => sq_nonneg _) ⟨x, hx, pow_pos_of_ne_zero hne⟩
  exact hlt.ne' h0
where
  pow_pos_of_ne_zero {t : ℝ} (ht : t ≠ 0) : 0 < t ^ 2 := by positivity
```

## Energies of functions confined to the shell

For d not identically zero the inequality is strict. Moving the E term to the other side gives

E ∫ₐᵇ d² dx < ∫ₐᵇ (d'² + Vd²) dx.

The function d is not normalised here. Since ∫ d² > 0, division gives the usual form

E < ∫ₐᵇ (d'² + Vd²) dx / ∫ₐᵇ d² dx.

Every real, continuously differentiable state of the same angular-momentum channel, held between hard walls at a and b, therefore has an energy expectation value above E. The same holds for a complex state, since both integrals are sums over its real and imaginary parts. The Lean proof gets strict positivity from the two halves of the theorem above, then splits the integral.

```lean
/-- If `V` is continuous and a solution at energy `E` is positive on `[a, b]`, every nonzero
variation vanishing at both ends satisfies `∫ d'² + V d² > E ∫ d²`. -/
theorem energy_lt_of_nodeless (hab : a < b) (hV : ContinuousOn V (Icc a b))
    (hu : IsSolution V E a b u u') (hpos : ∀ x ∈ Icc a b, 0 < u x)
    (hd : IsVariation a b d d') (hne : ∃ x ∈ Icc a b, d x ≠ 0) :
    E * (∫ x in a..b, d x ^ 2) < ∫ x in a..b, (d' x ^ 2 + V x * d x ^ 2) := by
  obtain ⟨h0, h1⟩ := nodeless_minimum hab hV hu hpos hd
  obtain ⟨x, hx, hdx⟩ := hne
  have hlt : 0 < action V E a b d d' := lt_of_le_of_ne h0 (fun h => hdx (h1 h.symm x hx))
  have cd : ContinuousOn d (Icc a b) := fun x hx => (hd.slope x hx).continuousWithinAt
  have c1 : ContinuousOn (fun x => d' x ^ 2 + V x * d x ^ 2) (Icc a b) :=
    (hd.slope_cont.pow 2).add (hV.mul (cd.pow 2))
  have c2 : ContinuousOn (fun x => E * d x ^ 2) (Icc a b) := continuousOn_const.mul (cd.pow 2)
  have i1 := c1.intervalIntegrable_of_Icc (μ := MeasureTheory.volume) hab.le
  have i2 := c2.intervalIntegrable_of_Icc (μ := MeasureTheory.volume) hab.le
  have e : action V E a b d d'
      = ∫ x in a..b, ((d' x ^ 2 + V x * d x ^ 2) - E * d x ^ 2) := by
    unfold action
    congr 1
    funext x
    ring
  rw [e, intervalIntegral.integral_sub i1 i2, intervalIntegral.integral_const_mul] at hlt
  linarith
```

## Free waves on either side of the threshold

Set V = 0 and E = k² on [0, π], with x now measured from the inner edge of the interval. The wave

u = cos(k(x − π/2))

has u' = −k sin(k(x − π/2)) and u'' = −k²u, as the equation requires.

```lean
/-- The free wave `cos (k (x - π/2))` solves the Schrödinger equation with `V = 0` and
`E = k²` on `[0, π]`. -/
theorem freeWave_isSolution (k : ℝ) :
    IsSolution (fun _ => 0) (k ^ 2) 0 π (fun x => Real.cos (k * (x - π / 2)))
      (fun x => -k * Real.sin (k * (x - π / 2))) := by
  have hl : ∀ x : ℝ, HasDerivAt (fun y : ℝ => k * (y - π / 2)) (k * 1) x := fun x =>
    ((hasDerivAt_id x).sub_const (π / 2)).const_mul k
  constructor
  · intro x _
    exact ((hl x).cos.congr_deriv (by ring)).hasDerivWithinAt
  · intro x _
    exact (((hl x).sin.const_mul (-k)).congr_deriv (by ring)).hasDerivWithinAt
```

For 0 ≤ k < 1 and x in [0, π],

|k(x − π/2)| ≤ kπ/2 < π/2,

so the cosine is positive on the closed interval. The function d = sin x, with slope cos x, vanishes at 0 and π. All the hypotheses are then satisfied by a concrete pair u, d. At k = 0 the wave is the constant 1.

```lean
/-- For `0 ≤ k < 1` the free wave `cos (k (x - π/2))` is positive on `[0, π]`, and `sin x` is a
variation on `[0, π]` that vanishes at both ends. -/
theorem freeWave_witness {k : ℝ} (hk : 0 ≤ k) (hk1 : k < 1) :
    (∀ x ∈ Icc 0 π, 0 < Real.cos (k * (x - π / 2))) ∧
      IsVariation 0 π Real.sin Real.cos := by
  refine ⟨fun x hx => ?_, ⟨fun x _ => (Real.hasDerivAt_sin x).hasDerivWithinAt,
    Real.continuous_cos.continuousOn, Real.sin_zero, Real.sin_pi⟩⟩
  have h1 : 0 ≤ k * x := mul_nonneg hk hx.1
  have h2 : 0 ≤ k * (π - x) := mul_nonneg hk (sub_nonneg.mpr hx.2)
  have h3 : 0 < (1 - k) * π := mul_pos (sub_pos.mpr hk1) Real.pi_pos
  exact Real.cos_pos_of_mem_Ioo ⟨by nlinarith, by nlinarith⟩
```

The action of this variation follows from the integrals of cos² and sin² over [0, π], each equal to π/2:

F[sin] = ∫₀^π (cos²x − k² sin²x) dx = (1 − k²)π/2.

```lean
/-- With `V = 0` and `E = k²` on `[0, π]`, the variation `sin x` has action `(1 - k²) π / 2`,
which is negative for `k > 1`. -/
theorem action_sin (k : ℝ) :
    action (fun _ => 0) (k ^ 2) 0 π Real.sin Real.cos = (1 - k ^ 2) * π / 2 ∧
      (1 < k → action (fun _ => 0) (k ^ 2) 0 π Real.sin Real.cos < 0) := by
  have i1 : IntervalIntegrable (fun x => Real.cos x ^ 2) MeasureTheory.volume 0 π :=
    (Real.continuous_cos.pow 2).intervalIntegrable _ _
  have i2 : IntervalIntegrable (fun x => (0 - k ^ 2) * Real.sin x ^ 2)
      MeasureTheory.volume 0 π :=
    (continuous_const.mul (Real.continuous_sin.pow 2)).intervalIntegrable _ _
  have h : action (fun _ => 0) (k ^ 2) 0 π Real.sin Real.cos = (1 - k ^ 2) * π / 2 := by
    unfold action
    rw [intervalIntegral.integral_add i1 i2, intervalIntegral.integral_const_mul,
      integral_cos_sq, integral_sin_sq, Real.sin_pi, Real.sin_zero]
    ring
  refine ⟨h, fun hk => ?_⟩
  have h1 : 0 < (k ^ 2 - 1) * π := mul_pos (by nlinarith) Real.pi_pos
  rw [h]
  linarith

end

end NodelessMinimum
```

For k < 1 the value is positive, in agreement with the theorem. At k = 1 the wave is u = sin x itself, positive inside the interval and zero at its ends, and the action of the nonzero d = sin x is zero. Positivity on the open interval alone is thus too weak for the uniqueness claim. For k > 1 the wave has nodes inside the interval and the action is negative, which is the drop described at the start.

```lean
#print axioms NodelessMinimum.action_eq_integral_sq
#print axioms NodelessMinimum.energy_lt_of_nodeless
#print axioms NodelessMinimum.freeWave_isSolution
#print axioms NodelessMinimum.action_sin
```

```
'NodelessMinimum.action_eq_integral_sq' depends on axioms: [propext, Classical.choice, Quot.sound]
'NodelessMinimum.energy_lt_of_nodeless' depends on axioms: [propext, Classical.choice, Quot.sound]
'NodelessMinimum.freeWave_isSolution' depends on axioms: [propext, Classical.choice, Quot.sound]
'NodelessMinimum.action_sin' depends on axioms: [propext, Classical.choice, Quot.sound]
```
